# A degree-two angular rule in $d$ dimensions needs at least $d+1$ nodes

When a molecule's response depends only on the direction of an applied field, one way to average it over orientations is to evaluate it for a few field directions and add the values with fixed weights. If the response is a polynomial of degree at most two in the direction, four directions suffice in three dimensions, and no rule with three is right for every such polynomial.

Let $n_k\in\mathbb R^d$, $d\ge1$, be $N$ nodes with real weights $w_k$ that satisfy

$$\sum_k w_k=1,\qquad \sum_k w_k n_k=0,\qquad \sum_k w_k n_k n_k^T=\frac{1}{d}I .$$

Then $N\ge d+1$. Negative weights don't lower the bound, and neither do nodes of other than unit length.

## Checking a table of directions

For a number $a$, a vector $b$ and a matrix $C$, the three moment equations give

$$\sum_k w_k\,(a+b\cdot n_k+n_k\cdot Cn_k)=a+\sum_{i,j}C_{ij}\sum_k w_k n_{k,i}n_{k,j}=a+\frac{\operatorname{tr}C}{d}.$$

The linear term is what costs the extra node. The three Cartesian axes with weights $1/3$ integrate the constant and quadratic parts correctly, but return $(b_1+b_2+b_3)/3$ for $b\cdot n$. They are enough for a response of degree at most two that is known to have no linear part.

A four-point table of unit vectors in three dimensions can be tested directly: all weights must be $1/4$ and all scalar products between different nodes $-1/3$.

## From moments to a matrix inverse

Let $S$ be the $N\times(d+1)$ matrix with rows $(1,n_k^T)$. It turns the coefficients of an affine function into its node values. Let $A$ be the $(d+1)\times N$ matrix whose column $k$ contains $w_k$ followed by $d\,w_k n_k$. Then

$$AS=\sum_k w_k\begin{pmatrix}1&n_k^T\\ d\,n_k&d\,n_kn_k^T\end{pmatrix}.$$

This is the identity exactly when the moment equations hold. The bound follows from

$$d+1=\operatorname{rank}(AS)\le\operatorname{rank}A\le N.$$

If $N=d+1$, both matrices are square, so $AS=I$ is equivalent to $SA=I$. In components,

$$w_l(1+d\,n_k\cdot n_l)=\delta_{kl}.$$

For unit nodes, $k=l$ gives $w_k=1/(d+1)$. This is nonzero, so $k\ne l$ gives $n_k\cdot n_l=-1/d$. Conversely, inserting these values satisfies every relation. The nodes are then the vertices of a regular simplex.

In three dimensions, take $(1,1,1)$, $(1,-1,-1)$, $(-1,1,-1)$ and $(-1,-1,1)$, each divided by $\sqrt3$, with weights $1/4$. Each coordinate sums to zero, each mean square is $1/3$, and the mixed products cancel. Four is therefore attained.

## The Lean file

```lean
import Mathlib

open Matrix

namespace DegreeTwoAngularRule

noncomputable section

variable {ι : Type*} [Fintype ι] {d : ℕ}

/-- Nodes `n k` in `d` dimensions with real weights `w k` form a degree-two rule if the weights
sum to one, the first moment vanishes and the second moment is the identity divided by `d`. -/
structure IsDegreeTwoRule (n : ι → Fin d → ℝ) (w : ι → ℝ) : Prop where
  total : ∑ k, w k = 1
  first : ∀ i, ∑ k, w k * n k i = 0
  second : ∀ i j, ∑ k, w k * (n k i * n k j) = if i = j then 1 / (d : ℝ) else 0

/-- The sampling matrix: the values of the constant function and of the `d` coordinates
at each node. -/
def sampling (n : ι → Fin d → ℝ) : Matrix ι (Option (Fin d)) ℝ :=
  Matrix.of fun k a => a.elim 1 (n k)

/-- The analysis matrix: weighted sums over the nodes, with a factor `d` for the coordinates. -/
def analysis (n : ι → Fin d → ℝ) (w : ι → ℝ) : Matrix (Option (Fin d)) ι ℝ :=
  Matrix.of fun a k => a.elim (w k) (fun i => (d : ℝ) * (w k * n k i))

/-- A degree-two rule sums every quadratic function `a + b·n + n·Cn` to `a + tr C / d`. -/
theorem sum_quadratic {n : ι → Fin d → ℝ} {w : ι → ℝ} (h : IsDegreeTwoRule n w)
    (a : ℝ) (b : Fin d → ℝ) (C : Matrix (Fin d) (Fin d) ℝ) :
    ∑ k, w k * (a + b ⬝ᵥ n k + n k ⬝ᵥ C *ᵥ n k) = a + C.trace / d := by
  -- the linear part drops out
  have hb : ∑ k, w k * (b ⬝ᵥ n k) = 0 := by
    simp only [dotProduct, Finset.mul_sum]
    rw [Finset.sum_comm]
    refine Finset.sum_eq_zero fun i _ => ?_
    calc ∑ k, w k * (b i * n k i) = b i * ∑ k, w k * n k i := by
          rw [Finset.mul_sum]
          exact Finset.sum_congr rfl fun k _ => by ring
      _ = 0 := by rw [h.first, mul_zero]
  -- the quadratic part sees only the trace
  have hC : ∑ k, w k * (n k ⬝ᵥ C *ᵥ n k) = C.trace / d := by
    calc ∑ k, w k * (n k ⬝ᵥ C *ᵥ n k)
        = ∑ i, ∑ j, C i j * ∑ k, w k * (n k i * n k j) := by
          simp only [dotProduct, Matrix.mulVec, Finset.mul_sum]
          rw [Finset.sum_comm]
          refine Finset.sum_congr rfl fun i _ => ?_
          rw [Finset.sum_comm]
          exact Finset.sum_congr rfl fun j _ => Finset.sum_congr rfl fun k _ => by ring
      _ = C.trace / d := by
          simp only [h.second, mul_ite, mul_zero, Finset.sum_ite_eq, Finset.mem_univ, if_true,
            Matrix.trace, Matrix.diag_apply, Finset.sum_div, mul_one_div]
  simp only [mul_add, Finset.sum_add_distrib]
  rw [hb, hC, ← Finset.sum_mul, h.total]
  ring

/-- The moment equations hold exactly when analysis after sampling is the identity on the
coefficients of affine functions. -/
theorem rule_iff_analysis_mul_sampling (n : ι → Fin d → ℝ) (w : ι → ℝ) :
    IsDegreeTwoRule n w ↔ analysis n w * sampling n = 1 := by
  have e00 : (analysis n w * sampling n) none none = ∑ k, w k := by
    simp [Matrix.mul_apply, analysis, sampling]
  have e01 : ∀ j, (analysis n w * sampling n) none (some j) = ∑ k, w k * n k j := by
    intro j
    simp [Matrix.mul_apply, analysis, sampling]
  have e10 : ∀ i, (analysis n w * sampling n) (some i) none = d * ∑ k, w k * n k i := by
    intro i
    simp [Matrix.mul_apply, analysis, sampling, Finset.mul_sum]
  have e11 : ∀ i j, (analysis n w * sampling n) (some i) (some j)
      = d * ∑ k, w k * (n k i * n k j) := by
    intro i j
    simp only [Matrix.mul_apply, analysis, sampling, Matrix.of_apply, Option.elim_some,
      Finset.mul_sum]
    exact Finset.sum_congr rfl fun k _ => by ring
  have hd : ∀ _ : Fin d, (d : ℝ) ≠ 0 := fun i => Nat.cast_ne_zero.mpr i.pos.ne'
  constructor
  · intro h
    ext a b
    rcases a with _ | i <;> rcases b with _ | j
    · rw [e00, h.total, Matrix.one_apply_eq]
    · rw [e01, h.first, Matrix.one_apply_ne (by simp)]
    · rw [e10, h.first, mul_zero, Matrix.one_apply_ne (by simp)]
    · rw [e11, h.second, Matrix.one_apply]
      by_cases hij : i = j <;> simp [hij, hd i]
  · intro h
    refine ⟨?_, fun i => ?_, fun i j => ?_⟩
    · rw [← e00, h, Matrix.one_apply_eq]
    · rw [← e01, h, Matrix.one_apply_ne (by simp)]
    · have h2 := e11 i j
      rw [h, Matrix.one_apply] at h2
      by_cases hij : i = j
      · subst hij
        rw [if_pos rfl] at h2 ⊢
        rw [eq_div_iff (hd i)]
        linear_combination -h2
      · rw [if_neg (by simpa using hij)] at h2
        rw [if_neg hij]
        exact (mul_eq_zero.mp h2.symm).resolve_left (hd i)

/-- A degree-two rule in `d` dimensions has at least `d + 1` nodes, whatever the signs of its
weights and the lengths of its nodes. -/
theorem succ_dim_le_card {n : ι → Fin d → ℝ} {w : ι → ℝ} (h : IsDegreeTwoRule n w) :
    d + 1 ≤ Fintype.card ι := by
  -- the identity of size d + 1 factors through the space of node values
  calc d + 1 = (1 : Matrix (Option (Fin d)) (Option (Fin d)) ℝ).rank := by
        simp [Matrix.rank_one]
    _ = (analysis n w * sampling n).rank := by
        rw [(rule_iff_analysis_mul_sampling n w).mp h]
    _ ≤ (analysis n w).rank := Matrix.rank_mul_le_left _ _
    _ ≤ Fintype.card ι := Matrix.rank_le_card_width _

/-- For exactly `d + 1` nodes, the moment equations are equivalent to the relations
`w_l (1 + d n_k·n_l) = δ_kl` between weights and scalar products. -/
theorem minimal_rule_iff [DecidableEq ι] (n : ι → Fin d → ℝ) (w : ι → ℝ)
    (hcard : Fintype.card ι = d + 1) :
    IsDegreeTwoRule n w ↔
      ∀ k l, w l * (1 + d * (n k ⬝ᵥ n l)) = if k = l then 1 else 0 := by
  have e : Option (Fin d) ≃ ι := Fintype.equivOfCardEq (by simp [hcard])
  have entry : ∀ k l, (sampling n * analysis n w) k l = w l * (1 + d * (n k ⬝ᵥ n l)) := by
    intro k l
    simp only [Matrix.mul_apply, Fintype.sum_option, sampling, analysis, Matrix.of_apply,
      Option.elim_none, Option.elim_some, dotProduct, mul_add, Finset.mul_sum]
    congr 1
    · ring
    · exact Finset.sum_congr rfl fun i _ => by ring
  -- a one-sided inverse between spaces of equal dimension is two-sided
  rw [rule_iff_analysis_mul_sampling, Matrix.mul_eq_one_comm_of_equiv e, ← Matrix.ext_iff]
  simp only [entry, Matrix.one_apply]

/-- For `d + 1` unit vectors, the moment equations hold exactly when all weights equal
`1/(d+1)` and any two different nodes have scalar product `-1/d`. -/
theorem minimal_unit_rule_iff_simplex (n : ι → Fin d → ℝ) (w : ι → ℝ)
    (hcard : Fintype.card ι = d + 1) (hunit : ∀ k, n k ⬝ᵥ n k = 1) :
    IsDegreeTwoRule n w ↔
      (∀ k, w k = 1 / ((d : ℝ) + 1)) ∧ ∀ k l, k ≠ l → n k ⬝ᵥ n l = -1 / (d : ℝ) := by
  classical
  have hp : (d : ℝ) + 1 ≠ 0 := by positivity
  rw [minimal_rule_iff n w hcard]
  constructor
  · intro h
    -- the diagonal relations fix the weights, the others fix the angles
    have hw : ∀ k, w k = 1 / ((d : ℝ) + 1) := by
      intro k
      have hk := h k k
      rw [if_pos rfl, hunit k] at hk
      rw [eq_div_iff hp]
      linear_combination hk
    refine ⟨hw, fun k l hkl => ?_⟩
    have h0 := h k l
    rw [if_neg hkl] at h0
    have hwl : w l ≠ 0 := by
      rw [hw]
      exact one_div_ne_zero hp
    have h1 := (mul_eq_zero.mp h0).resolve_left hwl
    have hd : (d : ℝ) ≠ 0 := by
      intro hd
      rw [hd] at h1
      norm_num at h1
    rw [eq_div_iff hd]
    linear_combination h1
  · rintro ⟨hw, hn⟩ k l
    by_cases hkl : k = l
    · subst hkl
      rw [if_pos rfl, hunit, hw, div_mul_eq_mul_div, div_eq_one_iff_eq hp]
      ring
    · have hc := Fintype.one_lt_card_iff.mpr ⟨k, l, hkl⟩
      rw [hcard] at hc
      have hd : (d : ℝ) ≠ 0 := Nat.cast_ne_zero.mpr (by omega)
      rw [if_neg hkl, hn k l hkl, mul_div_cancel₀ _ hd]
      ring

/-- Four alternate corners of the cube with coordinates `±1`. -/
def corners : Fin 4 → Fin 3 → ℝ :=
  ![![1, 1, 1], ![1, -1, -1], ![-1, 1, -1], ![-1, -1, 1]]

/-- The four alternate cube corners divided by `√3`. -/
def tetrahedron (k : Fin 4) (i : Fin 3) : ℝ := corners k i / √3

/-- The nodes of the tetrahedron are unit vectors, and with weights `1/4` they form a
degree-two rule. -/
theorem tetrahedron_witness :
    (∀ k, tetrahedron k ⬝ᵥ tetrahedron k = 1) ∧
      IsDegreeTwoRule tetrahedron (fun _ => 1 / 4) := by
  have hs : ∀ a b : ℝ, a / √3 * (b / √3) = a * b / 3 := by
    intro a b
    rw [div_mul_div_comm, Real.mul_self_sqrt (by norm_num)]
  refine ⟨fun k => ?_, ?_, fun i => ?_, fun i j => ?_⟩
  · simp only [dotProduct, tetrahedron, hs]
    fin_cases k <;> simp [corners, Fin.sum_univ_three] <;> norm_num
  · norm_num
  · have h0 : ∑ k, corners k i = 0 := by
      fin_cases i <;> simp [corners, Fin.sum_univ_four]
    simp only [tetrahedron]
    rw [← Finset.mul_sum, ← Finset.sum_div, h0, zero_div, mul_zero]
  · simp only [tetrahedron, hs]
    fin_cases i <;> fin_cases j <;> simp [corners, Fin.sum_univ_four] <;> norm_num

/-- In three dimensions, four is the least number of unit vectors that carry a degree-two
rule. -/
theorem four_isLeast :
    IsLeast {N : ℕ | ∃ (n : Fin N → Fin 3 → ℝ) (w : Fin N → ℝ),
      (∀ k, n k ⬝ᵥ n k = 1) ∧ IsDegreeTwoRule n w} 4 := by
  refine ⟨⟨tetrahedron, fun _ => 1 / 4, tetrahedron_witness⟩, ?_⟩
  rintro N ⟨n, w, -, h⟩
  have hN := succ_dim_le_card h
  rw [Fintype.card_fin] at hN
  exact hN

end

end DegreeTwoAngularRule
```

```lean
#print axioms DegreeTwoAngularRule.sum_quadratic
-- 'DegreeTwoAngularRule.sum_quadratic' depends on axioms: [propext, Classical.choice, Quot.sound]
#print axioms DegreeTwoAngularRule.minimal_unit_rule_iff_simplex
-- 'DegreeTwoAngularRule.minimal_unit_rule_iff_simplex' depends on axioms: [propext, Classical.choice, Quot.sound]
#print axioms DegreeTwoAngularRule.four_isLeast
-- 'DegreeTwoAngularRule.four_isLeast' depends on axioms: [propext, Classical.choice, Quot.sound]
```

## What the theorems say about a rule

`IsDegreeTwoRule n w` contains the three moment equations in components. The finite type `ι` labels the nodes, and `Fintype.card ι` is $N$. Labels are counted, so a repeated vector counts each time; merging repetitions and adding their weights gives another rule, to which the bound applies again. The matrices $S$ and $A$ are `sampling` and `analysis`; their index type `Option (Fin d)` has `none` for the constant and `some i` for coordinate $i$.

`sum_quadratic` exchanges the finite sums and inserts the moments. `rule_iff_analysis_mul_sampling` computes the four blocks of $AS$ as `e00`, `e01`, `e10` and `e11`, then compares them with the identity. `succ_dim_le_card` is the rank chain above, written as a `calc` block.

In `minimal_rule_iff`, the step from $AS=I$ to $SA=I$ is `Matrix.mul_eq_one_comm_of_equiv`, which needs the hypothesis `hcard` that $N=d+1$. `minimal_unit_rule_iff_simplex` adds `hunit`, unit length, and solves the diagonal relations before the others. `tetrahedron_witness` checks the explicit nodes coordinate by coordinate, and `four_isLeast` combines them with the bound.

The file contains no integral over the sphere: that $a+\operatorname{tr}C/d$ is the spherical mean of the quadratic function is the standard symmetry result that motivates the moment values. The equations are equalities of real numbers, so a table that satisfies them only to rounding error needs a separate estimate. For a response with terms above degree two, the theorems give no error bound. Nor does the count $N\ge d+1$ make a set of directions a rule; the moments still have to be checked.
